# ω²/(4ωx) gives the full depth of a Morse well but a third of the depth of a Kratzer well

Suppose the harmonic wavenumber ω and the anharmonicity ωx of a diatomic molecule are known, from a spectrum or from a force field computed near the equilibrium distance. The well depth can then be estimated by extrapolating the vibrational levels

G(v) = ω(v + ½) − ωx(v + ½)²

to their maximum. With v treated as continuous and ωx > 0, the maximum lies at v + ½ = ω/(2ωx) and has the value ω²/(4ωx), measured from the bottom of the well. For one-dimensional model curves, with ωx taken to leading order, this estimate can be compared with the true depth D. It is exact for the Morse potential and gives D/3 for the Kratzer potential.

```lean
import Mathlib

open Filter Topology

namespace DunhamDissociation

noncomputable section
```

## From the potential to the extrapolated depth

Let r be the internuclear distance, re its equilibrium value and x = (r − re)/re. The anharmonicity ωx is a single constant, not the product of ω and this displacement x. Near the minimum the potential is written as

V(x) = a0 x²(1 + a1 x + a2 x² + …).

Comparing the x² terms gives a0 = V''(0)/2.

```lean
/-- Quadratic Dunham constant of a potential in the reduced displacement x. -/
def a0 (V : ℝ → ℝ) : ℝ := iteratedDeriv 2 V 0 / 2
```

The x³ terms give a0 a1 = V'''(0)/6.

```lean
/-- Relative cubic Dunham constant. -/
def a1 (V : ℝ → ℝ) : ℝ := iteratedDeriv 3 V 0 / (6 * a0 V)
```

The x⁴ terms give a0 a2 = V''''(0)/24.

```lean
/-- Relative quartic Dunham constant. -/
def a2 (V : ℝ → ℝ) : ℝ := iteratedDeriv 4 V 0 / (24 * a0 V)
```

In Lean a potential is any function `ℝ → ℝ`, and `iteratedDeriv n V 0` is its n-th derivative at equilibrium. The rotational constant B is a separate positive number in the same energy units as V. Physically it is proportional to the inverse moment of inertia at re, but its relation to the reduced mass is not modelled. The harmonic wavenumber satisfies

ω² = 4B a0.

```lean
/-- Harmonic wavenumber for the rotational constant B. -/
def omega (B : ℝ) (V : ℝ → ℝ) : ℝ := √(4 * B * a0 V)
```

The leading anharmonicity is

ωx = −(3/2)B(a2 − 5a1²/4).

This formula comes from second-order perturbation theory for the vibrational levels. Here it is taken as the definition of `omegaX`; no Schrödinger equation is solved.

```lean
/-- Leading anharmonicity constant for the rotational constant B. -/
def omegaX (B : ℝ) (V : ℝ → ℝ) : ℝ := -(3 / 2) * B * (a2 V - 5 * a1 V ^ 2 / 4)
```

The extrapolated depth is the maximum found above, ω²/(4ωx). It depends on V only through three derivatives at x = 0.

```lean
/-- Well depth extrapolated from the harmonic wavenumber and the leading anharmonicity. -/
def extrapolatedDepth (B : ℝ) (V : ℝ → ℝ) : ℝ := omega B V ^ 2 / (4 * omegaX B V)
```

## Three curves with the same asymptote

The Morse potential is D(1 − exp(−Ax))², where A > 0 is the range parameter in units of 1/re.

```lean
/-- The Morse potential. -/
def morse (D A x : ℝ) : ℝ := D * (1 - Real.exp (-(A * x))) ^ 2
```

The Kratzer potential is Dx²/(1 + x)². Since 1 + x = r/re, it combines a 1/r² repulsion with a 1/r attraction, shifted so that the minimum is at zero energy.

```lean
/-- The Kratzer potential, measured from its minimum. -/
def kratzer (D x : ℝ) : ℝ := D * x ^ 2 / (1 + x) ^ 2
```

Mie potentials whose repulsive exponent 2p is twice the attractive exponent p have the form

D(1 − (1 + x)^(−p))² = D[(re/r)^(2p) − 2(re/r)^p] + D.

The exponent p may be any positive real number.

```lean
/-- The Mie potential with exponents 2p and p, measured from its minimum. -/
def mie (D p x : ℝ) : ℝ := D * (1 - (1 + x) ^ (-p)) ^ 2
```

## Differentiating a squared function

All three are of the form V = D f² with f(0) = 0, so one calculation serves them all. It needs the successive derivatives f', f'', f''' near x = 0 and the fourth derivative at x = 0. `HasJet` records these as `f1`, `f2`, `f3` and the number `c`. The notation `∀ᶠ x in 𝓝 0` means "for all x in some neighbourhood of 0".

```lean
/-- The functions f1, f2, f3 are the successive derivatives of f near equilibrium,
and c is the fourth derivative at equilibrium. -/
structure HasJet (f f1 f2 f3 : ℝ → ℝ) (c : ℝ) : Prop where
  d1 : ∀ᶠ x in 𝓝 (0 : ℝ), HasDerivAt f (f1 x) x
  d2 : ∀ᶠ x in 𝓝 (0 : ℝ), HasDerivAt f1 (f2 x) x
  d3 : ∀ᶠ x in 𝓝 (0 : ℝ), HasDerivAt f2 (f3 x) x
  d4 : HasDerivAt f3 c 0
```

If V' = V1 throughout a neighbourhood of 0, both sides can be differentiated again there, which gives V'' = V2, and so on up to

V''(0) = V2(0), V'''(0) = V3(0), V''''(0) = c.

The equalities `e1`, `e2` and `e3` in the proof are these successive steps.

```lean
/-- Successive derivatives near equilibrium give the second, third and fourth
derivatives of the potential at equilibrium. -/
theorem HasJet.iterated {V V1 V2 V3 : ℝ → ℝ} {c : ℝ} (j : HasJet V V1 V2 V3 c) :
    iteratedDeriv 2 V 0 = V2 0 ∧ iteratedDeriv 3 V 0 = V3 0 ∧ iteratedDeriv 4 V 0 = c := by
  have i2 : iteratedDeriv 2 V = deriv (deriv V) := iteratedDeriv_eq_iterate
  have i3 : iteratedDeriv 3 V = deriv (deriv (deriv V)) := iteratedDeriv_eq_iterate
  have i4 : iteratedDeriv 4 V = deriv (deriv (deriv (deriv V))) := iteratedDeriv_eq_iterate
  have e1 : deriv V =ᶠ[𝓝 0] V1 := j.d1.mono fun x h => h.deriv
  have e2 : deriv (deriv V) =ᶠ[𝓝 0] V2 := e1.deriv.trans (j.d2.mono fun x h => h.deriv)
  have e3 : deriv (deriv (deriv V)) =ᶠ[𝓝 0] V3 :=
    e2.deriv.trans (j.d3.mono fun x h => h.deriv)
  rw [i2, i3, i4]
  exact ⟨e2.eq_of_nhds, e3.eq_of_nhds, e3.deriv_eq.trans j.d4.deriv⟩
```

For V = D f² the product rule gives

V' = 2D f f'

V'' = 2D(f'² + f f'')

V''' = 2D(3f' f'' + f f''')

V'''' = 2D(3f''² + 4f' f''' + f f'''').

At x = 0 every term with an undifferentiated f vanishes. Therefore V(0) = V'(0) = 0, and

V''(0) = 2D f'(0)²

V'''(0) = 6D f'(0) f''(0)

V''''(0) = 2D(3f''(0)² + 4f'(0) f'''(0)).

```lean
/-- A potential equal to D f² near equilibrium, with f(0) = 0, vanishes there together with
its slope; its next three derivatives follow from those of f. -/
theorem square_derivs {V f f1 f2 f3 : ℝ → ℝ} {c D : ℝ} (j : HasJet f f1 f2 f3 c)
    (f0 : f 0 = 0) (hV : ∀ᶠ x in 𝓝 (0 : ℝ), V x = D * f x ^ 2) :
    V 0 = 0 ∧ deriv V 0 = 0 ∧ iteratedDeriv 2 V 0 = 2 * D * f1 0 ^ 2 ∧
      iteratedDeriv 3 V 0 = 6 * D * f1 0 * f2 0 ∧
      iteratedDeriv 4 V 0 = 2 * D * (3 * f2 0 ^ 2 + 4 * f1 0 * f3 0) := by
  -- differentiate the square four times with the product rule
  have s1 : ∀ᶠ x in 𝓝 (0 : ℝ), HasDerivAt V (2 * D * (f x * f1 x)) x := by
    filter_upwards [j.d1, hV.eventually_nhds] with x a b
    have b' : V =ᶠ[𝓝 x] fun y => D * (f y * f y) :=
      b.mono fun y hy => by simp only [hy]; ring
    exact (((a.fun_mul a).const_mul D).congr_of_eventuallyEq b').congr_deriv (by ring)
  have s2 : ∀ᶠ x in 𝓝 (0 : ℝ), HasDerivAt (fun x => 2 * D * (f x * f1 x))
      (2 * D * (f1 x * f1 x + f x * f2 x)) x := by
    filter_upwards [j.d1, j.d2] with x a b
    exact (a.fun_mul b).const_mul (2 * D)
  have s3 : ∀ᶠ x in 𝓝 (0 : ℝ), HasDerivAt (fun x => 2 * D * (f1 x * f1 x + f x * f2 x))
      (2 * D * (3 * (f1 x * f2 x) + f x * f3 x)) x := by
    filter_upwards [j.d1, j.d2, j.d3] with x a b d
    exact (((b.fun_mul b).fun_add (a.fun_mul d)).const_mul (2 * D)).congr_deriv (by ring)
  have s4 := ((((j.d2.self_of_nhds.fun_mul j.d3.self_of_nhds).const_mul 3).fun_add
    (j.d1.self_of_nhds.fun_mul j.d4)).const_mul (2 * D))
  obtain ⟨h2, h3, h4⟩ := HasJet.iterated ⟨s1, s2, s3, s4⟩
  refine ⟨?_, ?_, h2.trans ?_, h3.trans ?_, h4.trans ?_⟩
  · rw [hV.self_of_nhds, f0]; ring
  · rw [s1.self_of_nhds.deriv, f0]; ring
  all_goals simp only [f0]; ring
```

The steps `s1` to `s4` are the four differentiations, and `ring` collects equal terms. The equation V = D f² is required only near equilibrium.

Now write b, c, d for f'(0), f''(0), f'''(0); from here on c is the second derivative, and the fourth is called `e`. Then

a0 = Db²

a1 = c/b

a2 = (3c² + 4bd)/(12b²)

a2 − 5a1²/4 = (3c² + 4bd − 15c²)/(12b²) = −(3c² − bd)/(3b²).

Inserting these into the definitions gives

ω² = 4BDb²

ωx = B(3c² − bd)/(2b²)

ω²/(4ωx) = 2Db⁴/(3c² − bd).

```lean
/-- Harmonic wavenumber, anharmonicity and extrapolated depth of a well D f², in terms of
the first three derivatives b, c, d of f at equilibrium. -/
theorem square_constants {V f f1 f2 f3 : ℝ → ℝ} {e B D b c d : ℝ} (j : HasJet f f1 f2 f3 e)
    (f0 : f 0 = 0) (hV : ∀ᶠ x in 𝓝 (0 : ℝ), V x = D * f x ^ 2)
    (hb : f1 0 = b) (hc : f2 0 = c) (hd : f3 0 = d) (hB : 0 < B) (hD : 0 < D)
    (b0 : b ≠ 0) (hK : 3 * c ^ 2 - b * d ≠ 0) :
    omega B V ^ 2 = 4 * B * D * b ^ 2 ∧
      2 * b ^ 2 * omegaX B V = B * (3 * c ^ 2 - b * d) ∧
      extrapolatedDepth B V * (3 * c ^ 2 - b * d) = 2 * D * b ^ 4 := by
  obtain ⟨-, -, h2, h3, h4⟩ := square_derivs j f0 hV
  simp only [hb, hc, hd] at h2 h3 h4
  have D0 : D ≠ 0 := hD.ne'
  have ha : a0 V = D * b ^ 2 := by rw [a0, h2]; ring
  have hw : omega B V ^ 2 = 4 * B * D * b ^ 2 := by
    rw [omega, ha, Real.sq_sqrt (by positivity)]; ring
  have hx : 2 * b ^ 2 * omegaX B V = B * (3 * c ^ 2 - b * d) := by
    simp only [omegaX, a1, a2, ha, h3, h4]
    field_simp
    ring
  -- the anharmonicity does not vanish, so it can be divided by
  have x0 : omegaX B V ≠ 0 := by
    intro h
    rw [h, mul_zero] at hx
    exact mul_ne_zero hB.ne' hK hx.symm
  refine ⟨hw, hx, ?_⟩
  rw [extrapolatedDepth, hw, div_mul_eq_mul_div, div_eq_iff (mul_ne_zero four_ne_zero x0)]
  linear_combination (-4 * D * b ^ 2) * hx
```

The theorem states the last two results multiplied through by their denominators. The hypothesis `b0` says that the force constant is not zero, and `hK` says that the leading anharmonicity is not zero. From `hK` the proof derives `x0`, ωx ≠ 0, which permits the division in the extrapolated depth. The ratio is the maximum of G(v) only if ωx > 0, that is, if 3c² > bd; this holds for all the wells below. For 3c² < bd the identities remain true, but G(v) has no maximum.

## The Morse well

For f = 1 − exp(−Ax) the derivatives at 0 are

b = A, c = −A², d = A³.

Hence 3c² − bd = 3A⁴ − A⁴ = 2A⁴, and the extrapolated depth is 2DA⁴/(2A⁴) = D, whatever the values of A and B.

```lean
/-- For the Morse potential the extrapolated depth is D. -/
theorem morse_depth {B D A : ℝ} (hB : 0 < B) (hD : 0 < D) (hA : 0 < A) :
    extrapolatedDepth B (morse D A) = D := by
  have e : ∀ x : ℝ, HasDerivAt (fun x => Real.exp (-(A * x)))
      (-A * Real.exp (-(A * x))) x := fun x =>
    (((hasDerivAt_id' x).const_mul A).fun_neg.exp).congr_deriv (by ring)
  have j : HasJet (fun x => 1 - Real.exp (-(A * x))) (fun x => A * Real.exp (-(A * x)))
      (fun x => -A ^ 2 * Real.exp (-(A * x))) (fun x => A ^ 3 * Real.exp (-(A * x)))
      (A ^ 3 * (-A * Real.exp (-(A * 0)))) :=
    ⟨.of_forall fun x => ((e x).const_sub 1).congr_deriv (by ring),
     .of_forall fun x => ((e x).const_mul A).congr_deriv (by ring),
     .of_forall fun x => ((e x).const_mul (-A ^ 2)).congr_deriv (by ring),
     (e 0).const_mul (A ^ 3)⟩
  have k : 3 * (-A ^ 2) ^ 2 - A * A ^ 3 = 2 * A ^ 4 := by ring
  have k0 : 2 * A ^ 4 ≠ 0 := by positivity
  obtain ⟨-, -, h⟩ := square_constants (V := morse D A) (b := A) (c := -A ^ 2) (d := A ^ 3)
    j (by simp) (.of_forall fun _ => rfl) (by simp) (by simp) (by simp) hB hD hA.ne'
    (by rw [k]; exact k0)
  rw [k] at h
  exact mul_right_cancel₀ k0 (by linear_combination h)
```

Here `e` is the derivative of the exponential, `j` assembles the derivatives of f, and the common factor 2A⁴ is cancelled in the last line.

## The Mie wells

For f = 1 − (1 + x)^(−p) the derivatives at 0 are

b = p, c = −p(p + 1), d = p(p + 1)(p + 2).

Therefore

3c² − bd = p²(p + 1)[3(p + 1) − (p + 2)] = p²(p + 1)(2p + 1),

and the extrapolated depth is

2p⁴D/[p²(p + 1)(2p + 1)] = 2p²D/[(p + 1)(2p + 1)].

```lean
/-- Extrapolated depth of any potential that agrees near equilibrium with the Mie potential
with exponents 2p and p. -/
theorem mie_depth {V : ℝ → ℝ} {B D p : ℝ} (hB : 0 < B) (hD : 0 < D) (hp : 0 < p)
    (hV : ∀ᶠ x in 𝓝 (0 : ℝ), V x = mie D p x) :
    extrapolatedDepth B V = 2 * p ^ 2 * D / ((p + 1) * (2 * p + 1)) := by
  have e : ∀ q x : ℝ, -1 < x → HasDerivAt (fun x => (1 + x) ^ q)
      (q * (1 + x) ^ (q - 1)) x := fun q x hx =>
    (((hasDerivAt_id' x).const_add 1).rpow_const
      (Or.inl (by linarith : (0 : ℝ) < 1 + x).ne')).congr_deriv (by ring)
  have hn : ∀ᶠ x in 𝓝 (0 : ℝ), -1 < x := Ioi_mem_nhds (by norm_num)
  have j : HasJet (fun x => 1 - (1 + x) ^ (-p)) (fun x => p * (1 + x) ^ (-p - 1))
      (fun x => -(p * (p + 1)) * (1 + x) ^ (-p - 1 - 1))
      (fun x => p * (p + 1) * (p + 2) * (1 + x) ^ (-p - 1 - 1 - 1)) _ :=
    ⟨hn.mono fun x hx => ((e _ x hx).const_sub 1).congr_deriv (by ring),
     hn.mono fun x hx => ((e _ x hx).const_mul p).congr_deriv (by ring),
     hn.mono fun x hx => ((e _ x hx).const_mul (-(p * (p + 1)))).congr_deriv (by ring),
     (e _ 0 (by norm_num)).const_mul (p * (p + 1) * (p + 2))⟩
  have k : 3 * (-(p * (p + 1))) ^ 2 - p * (p * (p + 1) * (p + 2))
      = p ^ 2 * ((p + 1) * (2 * p + 1)) := by ring
  obtain ⟨-, -, h⟩ := square_constants (b := p) (c := -(p * (p + 1)))
    (d := p * (p + 1) * (p + 2)) j (by simp) hV (by simp) (by simp) (by simp) hB hD hp.ne'
    (by rw [k]; positivity)
  rw [k] at h
  rw [eq_div_iff (by positivity)]
  exact mul_left_cancel₀ (pow_ne_zero 2 hp.ne') (by linear_combination h)
```

The power rule is used only for x > −1, which is the physical range r > 0. The theorem accepts any V that agrees with the Mie potential near x = 0, so it also applies to a curve written in another algebraic form.

The denominator is (p + 1)(2p + 1) = 2p² + 3p + 1, which exceeds 2p². The extrapolation therefore falls short of D for every p > 0.

```lean
/-- For every Mie potential with exponents 2p and p the extrapolated depth is below D. -/
theorem mie_depth_lt {B D p : ℝ} (hB : 0 < B) (hD : 0 < D) (hp : 0 < p) :
    extrapolatedDepth B (mie D p) < D := by
  rw [mie_depth hB hD hp (.of_forall fun _ => rfl), div_lt_iff₀ (by positivity)]
  nlinarith [mul_pos hD hp]
```

Dividing numerator and denominator by p² gives

2D/[(1 + 1/p)(2 + 1/p)],

which tends to D as p → ∞. The shortfall disappears in the limit of large exponents.

```lean
/-- The extrapolated depth of the Mie potential tends to D as the exponent p grows. -/
theorem mie_depth_tendsto {B D : ℝ} (hB : 0 < B) (hD : 0 < D) :
    Tendsto (fun p => extrapolatedDepth B (mie D p)) atTop (𝓝 D) := by
  have t : Tendsto (fun p : ℝ => p⁻¹) atTop (𝓝 0) := tendsto_inv_atTop_zero
  have h : Tendsto (fun p : ℝ => 2 * D / ((1 + p⁻¹) * (2 + p⁻¹))) atTop
      (𝓝 (2 * D / ((1 + 0) * (2 + 0)))) :=
    tendsto_const_nhds.div ((t.const_add 1).mul (t.const_add 2)) (by norm_num)
  rw [show 2 * D / ((1 + 0) * (2 + 0)) = D by ring] at h
  refine h.congr' ?_
  filter_upwards [eventually_gt_atTop (0 : ℝ)] with p hp
  rw [mie_depth hB hD hp (.of_forall fun _ => rfl)]
  field_simp
```

For the Lennard-Jones 12-6 potential p = 6, and the extrapolated depth is

2·36·D/(7·13) = 72D/91.

```lean
/-- For the Lennard-Jones 12-6 potential the extrapolated depth is 72/91 of D. -/
theorem lennardJones_depth {B D : ℝ} (hB : 0 < B) (hD : 0 < D) :
    extrapolatedDepth B (mie D 6) = 72 / 91 * D := by
  rw [mie_depth hB hD (by norm_num) (.of_forall fun _ => rfl)]
  ring
```

## Equal dissociation limits, different extrapolations

The Kratzer potential is the case p = 1, because for x > −1

x/(1 + x) = 1 − 1/(1 + x),

so that Dx²/(1 + x)² = D(1 − (1 + x)^(−1))². Its extrapolated depth is 2D/(2·3) = D/3.

As x → ∞, both exp(−Ax) and 1/(1 + x) tend to zero. Each curve has the form D(1 − g)² with g → 0, so each tends to D. The final theorem puts these facts together: for all positive B, D and A, the Morse and Kratzer curves have the same limit D at infinite separation, while their extrapolated depths are D and D/3.

```lean
/-- The Morse and Kratzer potentials both tend to D at infinite separation, while their
extrapolated depths are D and D/3. -/
theorem morse_kratzer_depths {B D A : ℝ} (hB : 0 < B) (hD : 0 < D) (hA : 0 < A) :
    (Tendsto (morse D A) atTop (𝓝 D) ∧ extrapolatedDepth B (morse D A) = D) ∧
      (Tendsto (kratzer D) atTop (𝓝 D) ∧ extrapolatedDepth B (kratzer D) = D / 3) := by
  -- both curves have the form D (1 - g)² with g decaying to zero
  have lim : ∀ g : ℝ → ℝ, Tendsto g atTop (𝓝 0) →
      Tendsto (fun x => D * (1 - g x) ^ 2) atTop (𝓝 D) := by
    intro g hg
    have h := ((hg.const_sub 1).pow 2).const_mul D
    rw [show D * (1 - (0 : ℝ)) ^ 2 = D by ring] at h
    exact h
  have hk : ∀ x : ℝ, -1 < x → kratzer D x = mie D 1 x := by
    intro x hx
    have h0 : 1 + x ≠ 0 := by linarith
    have h1 : 1 - (1 + x)⁻¹ = x / (1 + x) := by
      rw [eq_div_iff h0, sub_mul, inv_mul_cancel₀ h0]; ring
    rw [kratzer, mie, Real.rpow_neg_one, h1, div_pow, mul_div_assoc]
  refine ⟨⟨lim _ ?_, morse_depth hB hD hA⟩, ?_, ?_⟩
  · exact Real.tendsto_exp_neg_atTop_nhds_zero.comp (tendsto_id.const_mul_atTop hA)
  · have h : Tendsto (mie D 1) atTop (𝓝 D) := lim (fun x => (1 + x) ^ (-(1 : ℝ)))
      ((tendsto_rpow_neg_atTop one_pos).comp
        (tendsto_atTop_add_const_left atTop 1 tendsto_id))
    exact h.congr' ((eventually_gt_atTop (-1)).mono fun x hx => (hk x hx).symm)
  · have hn : ∀ᶠ x in 𝓝 (0 : ℝ), -1 < x := Ioi_mem_nhds (by norm_num)
    rw [mie_depth hB hD one_pos (hn.mono hk)]
    ring

end

end DunhamDissociation
```

In the proof, `lim` is the limit of D(1 − g)², and `hk` is the identity between the Kratzer potential and `mie D 1`. The identity is used twice: at large x it carries over the limit, and near x = 0 it lets `mie_depth` supply the value D/3. The statement `Tendsto (morse D A) atTop (𝓝 D)` reads "the Morse potential tends to D as x → ∞".

```lean
#print axioms DunhamDissociation.mie_depth_lt
#print axioms DunhamDissociation.mie_depth_tendsto
#print axioms DunhamDissociation.lennardJones_depth
#print axioms DunhamDissociation.morse_kratzer_depths
```

```
'DunhamDissociation.mie_depth_lt' depends on axioms: [propext, Classical.choice, Quot.sound]
'DunhamDissociation.mie_depth_tendsto' depends on axioms: [propext, Classical.choice, Quot.sound]
'DunhamDissociation.lennardJones_depth' depends on axioms: [propext, Classical.choice, Quot.sound]
'DunhamDissociation.morse_kratzer_depths' depends on axioms: [propext, Classical.choice, Quot.sound]
```
